# Each iteration of Becke's smoothing polynomial doubles its order of contact at the nuclei

Take the polynomial

p(X) = 3X/2 − X³/2

and ask how closely it approaches 1 near X = 1. The difference factorises:

1 − p(X) = (X³ − 3X + 2)/2 = (1 − X)² (X + 2)/2.

The bare coordinate X differs from 1 by the first power of 1 − X, and p(X) by the second. Now apply p once more. The same factorisation, with p(X) in the place of X, gives

1 − p(p(X)) = (1 − p(X))² (p(X) + 2)/2 = (1 − X)⁴ · ((X + 2)/2)² · (p(X) + 2)/2.

The deviation from 1 has been squared again, so its order has gone from 2 to 4. The remaining factors equal (3/2)³ at X = 1, which is not zero, so the order is exactly 4.

In Becke's partition of a molecule into atomic cells, X stands for the confocal coordinate of two nuclei A and B,

μ = (r_A − r_B)/R,

where r_A and r_B are the distances of a point from the nuclei and R is the distance between them. Nucleus A has μ = −1 and nucleus B has μ = 1. Write p^k for the k-fold composition of p, with p^0 = X; the superscript on p never means a power. The cell function of A with respect to B is

s_k(μ) = (1 − p^k(μ))/2,

which is 1 at A and 0 at B. The claim is that, for every k ≥ 0, (X − 1)^(2^k) divides 1 − p^k and (X − 1)^(2^k + 1) does not, with the corresponding statement for 1 + p^k at X = −1.

## Squaring the deviation, k times

For any polynomial q, expanding the product gives

(1 − q)² (q + 2) = (1 − 2q + q²)(q + 2) = q³ − 3q + 2,

and therefore

1 − p(q) = 1 − 3q/2 + q³/2 = (1 − q)² (q + 2)/2.

We show by induction that there is a polynomial c_k with

1 − p^k = (1 − X)^(2^k) c_k,  c_k(1) = (3/2)^(2^k − 1).

For k = 0 take c_0 = 1. Suppose the statement holds for k. Since 2^k ≥ 1, the right-hand side vanishes at X = 1, so p^k(1) = 1. Setting q = p^k in the identity gives

1 − p^(k+1) = (1 − X)^(2·2^k) c_k² (p^k + 2)/2.

Hence c_(k+1) = c_k² (p^k + 2)/2, and its value at the nucleus is

c_(k+1)(1) = (3/2)^(2(2^k − 1)) · 3/2 = (3/2)^(2^(k+1) − 1).

Divisibility by (X − 1)^(2^k) follows, because (1 − X)^(2^k) and (X − 1)^(2^k) differ at most by a sign. If one more factor could be taken out, say 1 − p^k = (X − 1)^(2^k + 1) d, then cancelling the common power would leave

(−1)^(2^k) c_k = (X − 1) d.

At X = 1 the right side is zero and the left side is not, a contradiction.

The other nucleus follows by symmetry. The polynomial p is odd, and so is each iterate: if p^k(−X) = −p^k(X), then p^(k+1)(−X) = p(−p^k(X)) = −p^(k+1)(X). Replacing X by −X thus turns 1 − p^k into 1 + p^k and X − 1 into −(X + 1), and carries every factorisation at one nucleus to the other.

For the derivatives we need the rule that the n-th derivative of (1 − X)^n q at X = 1 is (−1)^n n! q(1). It is clear for n = 0. For the step from n to n + 1, differentiate once:

((1 − X)^(n+1) q)′ = (1 − X)^n [−(n + 1) q + (1 − X) q′].

The bracket equals −(n + 1) q(1) at X = 1. Applying the rule for n to the right-hand side gives (−1)^(n+1) (n + 1)! q(1).

Now s_k = (1 − X)^(2^k) c_k/2. For m < 2^k, split off m factors of 1 − X; what remains still contains at least one such factor and vanishes at 1, so the m-th derivative is zero there. For m = 2^k the rule gives

s_k^(2^k)(1) = (−1)^(2^k) (2^k)! (3/2)^(2^k − 1)/2,

where the superscript on s_k counts derivatives. The sign is negative only for k = 0, where s_0 = (1 − X)/2 has slope −1/2.

## Three smoothing steps at μ = 0.9

Start from the deviation 1 − μ = 0.1 and apply the squaring identity:

1 − p(0.9) = 0.1² · 2.9/2 = 0.0145

1 − p²(0.9) = 0.0145² · 2.9855/2 ≈ 3.139 × 10⁻⁴

1 − p³(0.9) ≈ (3.139 × 10⁻⁴)² · 2.9997/2 ≈ 1.48 × 10⁻⁷

The cell function s_3 is half the last number, about 7.4 × 10⁻⁸. The leading term alone, (3/2)⁷ · 0.1⁸ ≈ 1.71 × 10⁻⁷, already gives the right size for 1 − p³.

## The smoothing step in a molecular integration code

In the simplest form of the scheme, without adjustment for atomic size, a code that builds Becke weights computes μ for each grid point and each pair of atoms, and then repeats the assignment

μ ← (3μ − μ³)/2

a fixed number of times, commonly three. It forms s = (1 − μ)/2, multiplies these factors over all partners of an atom, and divides by the sum of the products over all atoms. With three steps the order of contact is 8. Near μ = 1 the final subtraction loses relative accuracy; carrying the deviation d = 1 − μ through d ← d²(3 − d)/2 performs the same step and avoids that subtraction, although any rounding error in the initial d is still propagated.

For density functional quadrature, the result says to what order one atom's cell function vanishes at another nucleus, for a single pair function in the coordinate μ and without adjustment for atomic size.

## Polynomials for the smoothing step and the cell

The formal development works in `ℝ[X]`, the ring of real polynomials in one variable.

```lean
import Mathlib

open Polynomial

namespace BeckeFlatness

noncomputable section
```

The variable `X` plays the part of μ, and `C a` is the constant polynomial a.

```lean
/-- Becke's smoothing polynomial `p = 3X/2 - X^3/2`. -/
def beckeStep : ℝ[X] := C (3 / 2) * X - C (1 / 2) * X ^ 3
```

The iterate is defined by literal repetition: the map that sends q to p(q), written `beckeStep.comp q`, is applied k times to `X`. No smoothing steps at all therefore means `beckeIter 0 = X`.

```lean
/-- The `k`-fold composition of the smoothing polynomial with itself, starting from `X`. -/
def beckeIter (k : ℕ) : ℝ[X] := (fun q => beckeStep.comp q)^[k] X
```

The cell function belongs to the atom at μ = −1. For two atoms, the oddness of p^k makes s_k(μ) + s_k(−μ) = 1, so normalisation changes nothing; with more atoms the products of pair functions do have to be normalised.

```lean
/-- The two-centre cell function `(1 - p^k)/2` before normalisation, as a polynomial in the
confocal coordinate. -/
def cell (k : ℕ) : ℝ[X] := C (1 / 2) * (1 - beckeIter k)
```

The geometry of space does not enter these definitions. Distances, products over several atoms and size-adjusted coordinates are all absent, and derivatives are taken with respect to μ and not with respect to position.

## The squaring identity and the leading coefficient

The first lemma puts the newest smoothing step on the outside, p^(k+1) = p(p^k), which is the form that the induction uses.

```lean
/-- One more iteration composes the smoothing polynomial with the previous iterate. -/
theorem beckeIter_succ (k : ℕ) : beckeIter (k + 1) = beckeStep.comp (beckeIter k) := by
  unfold beckeIter
  rw [Function.iterate_succ_apply']
```

The squaring identity is stated for an arbitrary polynomial q. Two real polynomials are equal if they agree at every real number, which is what `Polynomial.funext` supplies; after evaluation, `ring` checks the cubic expansion done above.

```lean
/-- A smoothing step squares the deviation from `1`, up to the factor `(q + 2)/2`. -/
theorem one_sub_step (q : ℝ[X]) :
    1 - beckeStep.comp q = (1 - q) ^ 2 * (C (1 / 2) * (q + C 2)) := by
  apply Polynomial.funext
  intro x
  simp only [beckeStep, eval_sub, eval_one, eval_comp, eval_mul, eval_pow, eval_add, eval_C,
    eval_X]
  ring
```

The next theorem is the induction for c_k. It states that a polynomial `c` exists with the required factorisation and with `c.eval 1`, its value at the nucleus, equal to (3/2)^(2^k − 1).

```lean
/-- The deviation `1 - p^k` is `(1 - X)^(2^k)` times a polynomial whose value at the nucleus
`X = 1` is `(3/2)^(2^k - 1)`. -/
theorem leading_behaviour (k : ℕ) :
    ∃ c : ℝ[X], 1 - beckeIter k = (1 - X) ^ (2 ^ k) * c ∧
      c.eval 1 = (3 / 2) ^ (2 ^ k - 1) := by
  induction k with
  | zero => exact ⟨1, by simp [beckeIter], by simp⟩
  | succ k ih =>
    obtain ⟨c, hc, h1⟩ := ih
    -- the factorisation itself shows that the iterate equals 1 at the nucleus
    have hfix : (beckeIter k).eval 1 = 1 := by
      have h := congrArg (eval 1) hc
      simp only [eval_sub, eval_one, eval_mul, eval_pow, eval_X, sub_self] at h
      rw [zero_pow (pow_ne_zero k two_ne_zero), zero_mul] at h
      linarith
    refine ⟨c ^ 2 * (C (1 / 2) * (beckeIter k + C 2)), ?_, ?_⟩
    · rw [beckeIter_succ, one_sub_step, hc, pow_succ (2 : ℕ) k, pow_mul]
      ring
    · simp only [eval_mul, eval_pow, eval_C, eval_add, h1, hfix]
      obtain ⟨m, hm⟩ : ∃ m : ℕ, 2 ^ k = m + 1 :=
        Nat.exists_eq_succ_of_ne_zero (pow_ne_zero k two_ne_zero)
      have hm' : 2 ^ (k + 1) - 1 = 2 * m + 1 := by
        rw [pow_succ]
        omega
      rw [hm', hm, Nat.add_sub_cancel]
      ring
```

In the successor case, `hfix` is the observation that p^k(1) = 1, read off from the factorisation by evaluating both sides at 1. The polynomial given to `refine` is c_k² (p^k + 2)/2, as in the derivation. The first remaining goal is the factorisation, which follows from the squaring identity and 2^(k+1) = 2^k · 2. The second is the value at 1. There the proof writes 2^k as m + 1, so that the exponents 2^k − 1 and 2^(k+1) − 1 become m and 2m + 1, and `ring` can compare the powers of 3/2.

## Exact order at both nuclei

The main theorem holds for every natural number `k` and has no further hypotheses. The symbol `∣` means divisibility in `ℝ[X]`, and the two halves together say that X = 1 is a root of 1 − p^k of multiplicity exactly 2^k.

```lean
/-- The `k`-times iterated Becke polynomial approaches `1` at the nucleus `X = 1` with order
exactly `2^k`: `(X - 1)^(2^k)` divides `1 - p^k`, and the next power does not. -/
theorem flatness_order (k : ℕ) :
    (X - 1) ^ (2 ^ k) ∣ 1 - beckeIter k ∧ ¬ (X - 1) ^ (2 ^ k + 1) ∣ 1 - beckeIter k := by
  obtain ⟨c, hc, hc1⟩ := leading_behaviour k
  have hs : (1 - X : ℝ[X]) ^ (2 ^ k) = (X - 1) ^ (2 ^ k) * (-1) ^ (2 ^ k) := by
    rw [← mul_pow]
    congr 1
    ring
  have hX : (X - 1 : ℝ[X]) ≠ 0 := by
    simpa using X_sub_C_ne_zero (1 : ℝ)
  constructor
  · rw [hc, hs, mul_assoc]
    exact dvd_mul_right _ _
  · rintro ⟨d, hd⟩
    -- cancel the common power, then evaluate at the nucleus
    have hcancel : (-1) ^ (2 ^ k) * c = (X - 1) * d := by
      apply mul_left_cancel₀ (pow_ne_zero (2 ^ k) hX)
      rw [← mul_assoc, ← hs, ← hc, hd]
      ring
    have h := congrArg (eval 1) hcancel
    simp only [eval_mul, eval_pow, eval_neg, eval_one, eval_sub, eval_X, sub_self, zero_mul,
      hc1] at h
    exact mul_ne_zero (pow_ne_zero _ (by norm_num)) (pow_ne_zero _ (by norm_num)) h
```

The equation `hs` records the sign between the powers of 1 − X and X − 1, and the first half follows from it. For the second half, `d` is the supposed quotient. The step `hcancel` removes the common power, which is allowed because X − 1 is not the zero polynomial, and evaluation at 1 then makes a product of nonzero numbers equal to zero.

At the other nucleus the iterate tends to −1, so the deviation is 1 + p^k and the relevant factor is X + 1.

```lean
/-- At the other nucleus, `X = -1`, the iterate approaches `-1` with the same exact
order `2^k`. -/
theorem flatness_order_other_nucleus (k : ℕ) :
    (X + 1) ^ (2 ^ k) ∣ 1 + beckeIter k ∧ ¬ (X + 1) ^ (2 ^ k + 1) ∣ 1 + beckeIter k := by
  -- exchanging the nuclei, X ↦ -X, reverses the sign of the iterate
  have hodd : (beckeIter k).comp (-X) = -beckeIter k := by
    induction k with
    | zero => simp [beckeIter]
    | succ k ih =>
      rw [beckeIter_succ, comp_assoc, ih]
      apply Polynomial.funext
      intro x
      simp only [beckeStep, eval_sub, eval_comp, eval_mul, eval_pow, eval_neg, eval_C, eval_X]
      ring
  constructor
  · obtain ⟨d, hd⟩ := (flatness_order k).1
    have h := congrArg (fun f : ℝ[X] => f.comp (-X)) hd
    simp only [sub_comp, one_comp, mul_comp, pow_comp, X_comp, hodd] at h
    refine ⟨(-1) ^ (2 ^ k) * d.comp (-X), ?_⟩
    rw [← mul_assoc, ← mul_pow, show (X + 1 : ℝ[X]) * (-1) = -X - 1 by ring, ← h]
    ring
  · rintro ⟨d, hd⟩
    have h := congrArg (fun f : ℝ[X] => f.comp (-X)) hd
    simp only [add_comp, one_comp, mul_comp, pow_comp, X_comp, hodd] at h
    apply (flatness_order k).2
    refine ⟨(-1) ^ (2 ^ k + 1) * d.comp (-X), ?_⟩
    rw [← mul_assoc, ← mul_pow, show (X - 1 : ℝ[X]) * (-1) = -X + 1 by ring,
      show (-X + 1 : ℝ[X]) = -X + 1 from rfl, sub_eq_add_neg]
    rw [h]
    try ring
```

Here `hodd` is the oddness of the iterates, proved by induction. Both halves then compose an equation with −X. The first carries the known factor from X = 1 to X = −1. The second takes a supposed extra factor at X = −1 back to X = 1, where `flatness_order` forbids it. The powers of −1 in the quotients absorb the signs produced by the reflection.

## Derivatives of the cell function

In Lean, `derivative^[n]` is the derivative applied n times. The rule for (1 − X)^n q is proved by induction on n with q left general, since the hypothesis has to be applied to the bracket and not to q itself.

```lean
/-- The `n`-th derivative of `(1 - X)^n q` at `X = 1` is `(-1)^n n! q(1)`. -/
theorem derivative_at_contact (n : ℕ) (q : ℝ[X]) :
    (derivative^[n] ((1 - X) ^ n * q)).eval 1 =
      (-1) ^ n * (Nat.factorial n : ℝ) * q.eval 1 := by
  induction n generalizing q with
  | zero => simp
  | succ n ih =>
    have hd : derivative ((1 - X) ^ (n + 1) * q) =
        (1 - X) ^ n * (-(C ((n : ℝ) + 1)) * q + (1 - X) * derivative q) := by
      rw [derivative_mul, derivative_pow_succ]
      simp only [derivative_sub, derivative_one, derivative_X]
      ring
    rw [Function.iterate_succ_apply, hd, ih, Nat.factorial_succ]
    simp only [eval_add, eval_mul, eval_neg, eval_C, eval_sub, eval_one, eval_X]
    push_cast
    ring
```

The equation `hd` is the single differentiation written out earlier, with the bracket as its second factor. After the induction hypothesis has been used, the term containing q′ disappears at X = 1 and the factor n + 1 completes the factorial.

The last theorem combines this rule with the leading coefficient. Its first part includes m = 0, so it also says that the cell function itself is zero at X = 1.

```lean
/-- At the nucleus `X = 1` the cell function and its derivatives of order below `2^k` vanish,
and the derivative of order `2^k` is `(-1)^(2^k) (2^k)! (3/2)^(2^k - 1) / 2`. -/
theorem cell_derivatives (k : ℕ) :
    (∀ m < 2 ^ k, (derivative^[m] (cell k)).eval 1 = 0) ∧
      (derivative^[2 ^ k] (cell k)).eval 1 =
        (-1) ^ (2 ^ k) * (Nat.factorial (2 ^ k) : ℝ) * (3 / 2) ^ (2 ^ k - 1) / 2 := by
  obtain ⟨c, hc, hc1⟩ := leading_behaviour k
  constructor
  · intro m hm
    obtain ⟨j, hj⟩ := Nat.exists_eq_add_of_lt hm
    -- split off m factors; at least one factor 1 - X is left over
    have h : cell k = (1 - X) ^ m * ((1 - X) ^ (j + 1) * (C (1 / 2) * c)) := by
      rw [cell, hc, hj]
      ring
    rw [h, derivative_at_contact]
    simp
  · have h : cell k = (1 - X) ^ (2 ^ k) * (C (1 / 2) * c) := by
      rw [cell, hc]
      ring
    rw [h, derivative_at_contact, eval_mul, eval_C, hc1]
    ring

end

end BeckeFlatness
```

For m < 2^k the proof writes 2^k = m + j + 1 and groups the factors as (1 − X)^m times a polynomial that still contains (1 − X)^(j+1). The rule reduces the derivative to the value of that polynomial at 1, which is zero. For the derivative of order 2^k, all the factors go into the power, and the value c_k(1)/2 supplies the rest of the formula.

```lean
#print axioms BeckeFlatness.flatness_order_other_nucleus
#print axioms BeckeFlatness.cell_derivatives
```

```
'BeckeFlatness.flatness_order_other_nucleus' depends on axioms: [propext, Classical.choice, Quot.sound]
'BeckeFlatness.cell_derivatives' depends on axioms: [propext, Classical.choice, Quot.sound]
```
